# For an even, differentiable pair energy, the squared forces of three particles on a line sum to pair terms only if the energy is quadratic

Put three particles on a line at $x=0$, $y=1$, $z=2$, with pair energy $v(r)=r^4/4$ and hence $v'(r)=r^3$. Write

$$\alpha=v'(x-y)=-1,\quad \beta=v'(y-z)=-1,\quad \gamma=v'(z-x)=8 .$$

Since $v'$ is odd, the forces are $\gamma-\alpha=9$, $\alpha-\beta=0$ and $\beta-\gamma=-9$, and their squares sum to 162. In general,

$$(\gamma-\alpha)^2+(\alpha-\beta)^2+(\beta-\gamma)^2=3(\alpha^2+\beta^2+\gamma^2)-(\alpha+\beta+\gamma)^2 ,$$

here $198-36$. The first term is a sum over pairs. The second is the square of the circulation $\alpha+\beta+\gamma$, which involves all three positions. For $v(r)=r^2/2$ the same positions give $\alpha=\beta=-1$, $\gamma=2$: the circulation vanishes, and the forces $3,0,-3$ give $18=3(1+1+4)$.

In path-integral Monte Carlo, the gradient correction to the short-time action of equal-mass particles is proportional to this sum of squares. For three particles on a line whose pair energy is even and differentiable everywhere, including at contact, pair functions alone can represent it exactly only if that energy is a constant plus a multiple of $r^2$. This does not by itself require a loop over triples, because the forces can be accumulated pair by pair and then squared.

## Energy, force and splitting into pairs

In Lean 4 with Mathlib:

```lean
import Mathlib

open Finset

namespace GradientCorrection

noncomputable section
```

`pairSum v x` is $V=\frac12\sum_{i\ne j}v(x_i-x_j)$, which counts each pair once when $v$ is even.

```lean
/-- Sum of `v (x i - x j)` over the pairs of `N` particles on a line, for an even function `v`
(half the sum over ordered pairs of different particles). -/
def pairSum {N : ℕ} (v : ℝ → ℝ) (x : Fin N → ℝ) : ℝ :=
  (1 / 2) * ∑ i, ∑ j, if i = j then 0 else v (x i - x j)
```

The force is minus the partial derivative of this total energy; `Function.update x k t` moves particle $k$ to $t$ and leaves the others in place.

```lean
/-- Force on particle `k`: minus the derivative of the total pair energy in its position. -/
def force {N : ℕ} (v : ℝ → ℝ) (x : Fin N → ℝ) (k : Fin N) : ℝ :=
  -deriv (fun t => pairSum v (Function.update x k t)) (x k)
```

The prefactor of the correction, which carries the mass, $\hbar$ and the time step, is left out.

```lean
/-- Summed squared forces, the configuration-dependent factor of the gradient correction for
particles of equal mass. -/
def sumSqForce {N : ℕ} (v : ℝ → ℝ) (x : Fin N → ℝ) : ℝ :=
  ∑ i, force v x i ^ 2
```

`IsPairwise` allows three different functions $f,g,h$, with no smoothness or symmetry required of them. A negative result therefore excludes every choice of pair functions.

```lean
/-- A function of three positions is pairwise if it is a sum of functions of two positions. -/
def IsPairwise (W : ℝ → ℝ → ℝ → ℝ) : Prop :=
  ∃ f g h : ℝ → ℝ → ℝ, ∀ x y z, W x y z = f x y + g x z + h y z
```

## The pair energy is even

The condition $v(-r)=v(r)$ says that the energy of a pair does not depend on which particle is named first. Differentiating it gives $v'(-r)=-v'(r)$, and in particular $v'(0)=0$. This is `deriv_odd`, which every later step with a general $v$ uses.

```lean
/-- The derivative of an even pair energy is odd. -/
theorem deriv_odd {v : ℝ → ℝ} (he : ∀ r, v (-r) = v r) (r : ℝ) :
    deriv v (-r) = -deriv v r := by
  have h : deriv (fun t => v (-t)) r = -deriv v (-r) := deriv_comp_neg ..
  rw [show (fun t => v (-t)) = v from funext he] at h
  linarith
```

Differentiability alone is not enough for the main equivalence. Take $v(r)=r$: the two orderings of each pair cancel in $V$, all forces are zero, and their squares trivially split into pair terms, yet $v$ is not of the form $v(0)+kr^2/2$.

## The pair energy is differentiable, also at contact

Differentiability means that a finite pair force exists at every separation, including $r=0$. It permits the chain rule:

$$\frac{\partial V}{\partial x_k}=\frac12\sum_j v'(x_k-x_j)-\frac12\sum_i v'(x_i-x_k)=\sum_j v'(x_k-x_j).$$

The term $j=k$ is harmless because $v'(0)=0$. In `force_eq`, `hterm` differentiates one pair term, and `h1` and `h2` evaluate the two sums.

```lean
/-- For an even differentiable pair energy, the force on a particle is the sum of the
pair forces. -/
theorem force_eq {N : ℕ} {v : ℝ → ℝ} (hd : Differentiable ℝ v) (he : ∀ r, v (-r) = v r)
    (x : Fin N → ℝ) (k : Fin N) : force v x k = -∑ j, deriv v (x k - x j) := by
  have hc : ∀ i, HasDerivAt (fun t => Function.update x k t i)
      (if i = k then (1 : ℝ) else 0) (x k) := by
    intro i
    by_cases h : i = k
    · subst h
      simpa using hasDerivAt_id' _
    · simpa [h] using hasDerivAt_const (x k) (x i)
  -- each pair contributes through either of its two members
  have hterm : ∀ i j, HasDerivAt
      (fun t => if i = j then 0 else v (Function.update x k t i - Function.update x k t j))
      (deriv v (x i - x j) * ((if i = k then (1 : ℝ) else 0) - (if j = k then 1 else 0)))
      (x k) := by
    intro i j
    by_cases h : i = j
    · subst h
      simpa using hasDerivAt_const (x k) (0 : ℝ)
    · simp only [if_neg h]
      have hs : HasDerivAt v (deriv v (x i - x j))
          (Function.update x k (x k) i - Function.update x k (x k) j) := by
        rw [Function.update_eq_self]
        exact (hd _).hasDerivAt
      refine HasDerivAt.comp (x k) ?_ ((hc i).fun_sub (hc j))
      exact hs
  have hsum := (HasDerivAt.fun_sum (u := univ) fun i _ =>
    HasDerivAt.fun_sum (u := univ) fun j _ => hterm i j).const_mul (1 / 2 : ℝ)
  have h1 : ∑ i, ∑ j, deriv v (x i - x j) * (if i = k then (1 : ℝ) else 0)
      = ∑ j, deriv v (x k - x j) := by
    rw [Finset.sum_comm]
    simp
  have h2 : ∑ i, ∑ j, deriv v (x i - x j) * (if j = k then (1 : ℝ) else 0)
      = -∑ j, deriv v (x k - x j) := by
    simp only [mul_ite, mul_one, mul_zero, Finset.sum_ite_eq', Finset.mem_univ, if_true]
    rw [← Finset.sum_neg_distrib]
    refine Finset.sum_congr rfl fun i _ => ?_
    rw [← deriv_odd he, neg_sub]
  unfold force pairSum
  rw [hsum.deriv]
  simp only [mul_sub, Finset.sum_sub_distrib]
  rw [h1, h2]
  ring
```

Now set $A_{ij}=v'(x_i-x_j)$, so $A_{ij}=-A_{ji}$. Antisymmetry turns the cross terms of a squared circulation into products with a common first index:

$$(A_{ij}+A_{jk}+A_{ki})^2=A_{ij}^2+A_{jk}^2+A_{ki}^2-2A_{ij}A_{ik}-2A_{ji}A_{jk}-2A_{ki}A_{kj}.$$

Sum over all $i,j,k$. Each square gives $N\sum_{i,j}A_{ij}^2$, and each of the three products, without its factor $-2$, gives $\sum_i(\sum_jA_{ij})^2$. The total is $3N\sum_{i,j}A_{ij}^2-6\sum_i(\sum_jA_{ij})^2$. In the proof, `e` is the expansion, `s1` to `s3` sum the squares and `t1` to `t3` the products.

```lean
/-- For antisymmetric pair quantities, the sum of the squared circulations over all ordered triples
is `3 N` times the sum of the squared entries minus six times the sum of the squared row sums. -/
theorem sum_circulation_sq {N : ℕ} (A : Fin N → Fin N → ℝ) (h : ∀ i j, A i j = -A j i) :
    ∑ i, ∑ j, ∑ k, (A i j + A j k + A k i) ^ 2
      = 3 * N * ∑ i, ∑ j, A i j ^ 2 - 6 * ∑ i, (∑ j, A i j) ^ 2 := by
  have e : ∀ i j k, (A i j + A j k + A k i) ^ 2 = A i j ^ 2 + A j k ^ 2 + A k i ^ 2
      - A i j * A i k - A i j * A i k - A j i * A j k - A j i * A j k
      - A k i * A k j - A k i * A k j := by
    intro i j k
    rw [h j i, h k j, h i k]
    ring
  have c : ∑ i, ∑ k, A k i ^ 2 = ∑ i, ∑ j, A i j ^ 2 := Finset.sum_comm
  have s1 : ∑ i, ∑ j, ∑ _k : Fin N, A i j ^ 2 = N * ∑ i, ∑ j, A i j ^ 2 := by
    simp [Finset.mul_sum]
  have s2 : ∑ _i : Fin N, ∑ j, ∑ k, A j k ^ 2 = N * ∑ i, ∑ j, A i j ^ 2 := by
    simp
  have s3 : ∑ i, ∑ _j : Fin N, ∑ k, A k i ^ 2 = N * ∑ i, ∑ j, A i j ^ 2 := by
    rw [← c]
    simp [Finset.mul_sum]
  have t0 : ∀ i, ∑ j, ∑ k, A i j * A i k = (∑ j, A i j) ^ 2 := fun i => by
    rw [sq, Finset.sum_mul_sum]
  have t1 : ∑ i, ∑ j, ∑ k, A i j * A i k = ∑ i, (∑ j, A i j) ^ 2 :=
    Finset.sum_congr rfl fun i _ => t0 i
  have t2 : ∑ i, ∑ j, ∑ k, A j i * A j k = ∑ i, (∑ j, A i j) ^ 2 := by
    rw [Finset.sum_comm]
    exact t1
  have t3 : ∑ i, ∑ j, ∑ k, A k i * A k j = ∑ i, (∑ j, A i j) ^ 2 :=
    (Finset.sum_congr rfl fun i _ => Finset.sum_comm).trans t2
  simp only [e, Finset.sum_sub_distrib, Finset.sum_add_distrib]
  rw [s1, s2, s3, t1, t2, t3]
  ring
```

The row sums are the forces up to sign. Solving for their squares gives, for every $N$,

$$\sum_iF_i^2=N\sum_{i<j}v'(x_i-x_j)^2-\sum_{i<j<k}(A_{ij}+A_{jk}+A_{ki})^2 .$$

The code sums over ordered triples and divides by six; triples with a repeated index contribute zero.

```lean
/-- For an even differentiable pair energy, the summed squared forces are `N` times the pair sum
of squared pair forces, minus the squared circulation of the pair force summed over triples
(one sixth of the sum over ordered triples). -/
theorem sumSqForce_eq {N : ℕ} {v : ℝ → ℝ} (hd : Differentiable ℝ v)
    (he : ∀ r, v (-r) = v r) (x : Fin N → ℝ) :
    sumSqForce v x = N * pairSum (fun r => deriv v r ^ 2) x
      - (1 / 6) * ∑ i, ∑ j, ∑ k,
        (deriv v (x i - x j) + deriv v (x j - x k) + deriv v (x k - x i)) ^ 2 := by
  have h0 : deriv v 0 = 0 := by
    have h := deriv_odd he 0
    rw [neg_zero] at h
    linarith
  have hp : pairSum (fun r => deriv v r ^ 2) x
      = (1 / 2) * ∑ i, ∑ j, deriv v (x i - x j) ^ 2 := by
    unfold pairSum
    congr 1
    refine Finset.sum_congr rfl fun i _ => Finset.sum_congr rfl fun j _ => ?_
    by_cases h : i = j
    · subst h
      simp [h0]
    · simp [h]
  have hf := sum_circulation_sq (fun i j => deriv v (x i - x j))
    (fun i j => by rw [← deriv_odd he, neg_sub])
  beta_reduce at hf
  simp only [sumSqForce, force_eq hd he, neg_sq]
  rw [hp]
  linear_combination (1 / 6) * hf
```

For an energy that is singular at contact, the squares can split at all distinct positions although the energy is not quadratic. Take $v(r)=\ln|r|$, so that $v'(r)=1/r$. The three separations $a=x-y$, $b=y-z$, $c=z-x$ add up to zero, so the cross terms of the squared circulation, $2(a+b+c)/(abc)$, vanish. The summed squared forces are then $2(1/a^2+1/b^2+1/c^2)$, a sum over pairs. Energies that are singular at contact, such as the Coulomb energy, do not meet the hypothesis.

## The pair energy is harmonic

Let $v(r)=c+kr^2/2$ with spring constant $k$ and an energy offset $c$. Neither sign of $k$ is excluded, and $k=0$ is allowed.

```lean
/-- The harmonic pair energy `c + k r² / 2` has derivative `k r`. -/
theorem hasDerivAt_harmonic (c k r : ℝ) :
    HasDerivAt (fun r : ℝ => c + k * r ^ 2 / 2) (k * r) r := by
  have h := ((((hasDerivAt_id' r).fun_pow 2).const_mul k).div_const 2).const_add c
  refine h.congr_deriv ?_
  show k * (((2 : ℕ) : ℝ) * r ^ 1 * 1) / 2 = k * r
  push_cast
  ring
```

The pair derivative is $kr$, and the circulation is $k[(x_i-x_j)+(x_j-x_l)+(x_l-x_i)]=0$. Only the pair sum survives:

$$\sum_iF_i^2=Nk^2\sum_{i<j}(x_i-x_j)^2 .$$

With $c=0$ and $k=1$ this is the formula for pair energy $(x_i-x_j)^2/2$. In the proof, `hz` is the vanishing circulation and `hp` takes $k^2$ out of the pair sum. Without harmonicity the triple term can remain, as the 36 in the first example shows.

```lean
/-- For `N` particles with pair energy `c + k r² / 2`, the summed squared forces are `N k²` times
the sum of squared distances over pairs. -/
theorem sumSqForce_harmonic {N : ℕ} (c k : ℝ) (x : Fin N → ℝ) :
    sumSqForce (fun r => c + k * r ^ 2 / 2) x = N * k ^ 2 * pairSum (fun r => r ^ 2) x := by
  have hD : deriv (fun r : ℝ => c + k * r ^ 2 / 2) = fun r => k * r :=
    funext fun r => (hasDerivAt_harmonic c k r).deriv
  have hz : ∀ i j l, k * (x i - x j) + k * (x j - x l) + k * (x l - x i) = 0 := by
    intro i j l
    ring
  have hp : pairSum (fun r => (k * r) ^ 2) x = k ^ 2 * pairSum (fun r => r ^ 2) x := by
    simp only [pairSum, Finset.mul_sum]
    refine Finset.sum_congr rfl fun i _ => Finset.sum_congr rfl fun j _ => ?_
    split_ifs <;> ring
  rw [sumSqForce_eq (fun r => (hasDerivAt_harmonic c k r).differentiableAt)
    (by intro r; simp)]
  simp only [hD, hz, ne_eq, OfNat.ofNat_ne_zero, not_false_eq_true, zero_pow,
    Finset.sum_const_zero]
  rw [hp]
  ring
```

## The squared forces of three particles split into pair terms

This hypothesis says that a sum of pair functions reproduces the correction at every configuration. Let $T(x,y,z)$ be the squared circulation. Since $T$ is three times the pair sum of $v'^2$ minus the summed squared forces, it splits as well. A function that splits in this way has zero alternating sum when each of its three arguments takes two values:

$$\begin{aligned}0={}&T(x,y,z)-T(y,y,z)-T(x,x,z)+T(y,x,z)\\&-T(x,y,x)+T(y,y,x)+T(x,x,x)-T(y,x,x).\end{aligned}$$

Six terms have coinciding particles and vanish. The other two are equal, because exchanging $x$ and $y$ only reverses the sign of the circulation. Hence $2T(x,y,z)=0$. In `circulation_eq_zero`, `hT` expresses $T$ through the pair functions, `e1` to `e8` are the eight configurations, and `linear_combination` adds them.

```lean
/-- If the summed squared forces of three particles with an even differentiable pair energy are
pairwise, the circulation of the pair force around every triple vanishes. -/
theorem circulation_eq_zero {v : ℝ → ℝ} (hd : Differentiable ℝ v) (he : ∀ r, v (-r) = v r)
    (hW : IsPairwise fun x y z => sumSqForce v ![x, y, z]) (x y z : ℝ) :
    deriv v (x - y) + deriv v (y - z) + deriv v (z - x) = 0 := by
  obtain ⟨f, g, h, hW⟩ := hW
  have hodd : ∀ a b, deriv v (b - a) = -deriv v (a - b) := fun a b => by
    rw [← deriv_odd he, neg_sub]
  have h0 : deriv v 0 = 0 := by
    have h := hodd 0 0
    rw [sub_zero] at h
    linarith
  have hT : ∀ a b c, (deriv v (a - b) + deriv v (b - c) - deriv v (a - c)) ^ 2
      = 3 * (deriv v (a - b) ^ 2 + deriv v (a - c) ^ 2 + deriv v (b - c) ^ 2)
        - (f a b + g a c + h b c) := by
    intro a b c
    rw [← hW a b c]
    simp only [sumSqForce, force_eq hd he, Fin.sum_univ_three]
    change _ = _ - ((-(deriv v (a - a) + deriv v (a - b) + deriv v (a - c))) ^ 2
      + (-(deriv v (b - a) + deriv v (b - b) + deriv v (b - c))) ^ 2
      + (-(deriv v (c - a) + deriv v (c - b) + deriv v (c - c))) ^ 2)
    rw [hodd a b, hodd a c, hodd b c, sub_self, sub_self, sub_self, h0]
    ring
  -- alternating sum over eight configurations, six of them with coinciding particles
  have e1 := hT x y z
  have e2 := hT y y z
  have e3 := hT x x z
  have e4 := hT y x z
  have e5 := hT x y x
  have e6 := hT y y x
  have e7 := hT x x x
  have e8 := hT y x x
  simp only [sub_self, h0, hodd x y] at e1 e2 e3 e4 e5 e6 e7 e8
  refine (pow_eq_zero_iff two_ne_zero).1 ?_
  rw [hodd x z]
  linear_combination (e1 - e2 - e3 + e4 - e5 + e6 + e7 - e8) / 2
```

At positions $r+s,\,s,\,0$ the vanishing circulation reads $v'(r+s)=v'(r)+v'(s)$ (`hadd`). Therefore $v(r+s)-v(r)-v'(s)r$ has zero derivative in $r$, and its value at $r=0$ gives (`hq`)

$$v(r+s)-v(r)-v(s)+v(0)=v'(s)\,r .$$

The left side is symmetric in $r$ and $s$, so $v'(s)r=v'(r)s$. Setting $s=1$ gives $v'(r)=v'(1)r$ (`hlin`). Then $v(r)-v'(1)r^2/2$ has zero derivative, and $v(r)=v(0)+kr^2/2$ with $k=v'(1)$. Continuity of $v'$ is never used.

Conversely, the harmonic formula with $N=3$ supplies $f=g=h=3k^2(a-b)^2$ as functions of two positions $a,b$.

```lean
/-- For an even differentiable pair energy, the summed squared forces of three particles on a
line are pairwise if and only if the pair energy is harmonic up to a constant. -/
theorem isPairwise_iff_harmonic {v : ℝ → ℝ} (hd : Differentiable ℝ v)
    (he : ∀ r, v (-r) = v r) :
    (IsPairwise fun x y z => sumSqForce v ![x, y, z]) ↔
      ∃ k : ℝ, ∀ r, v r = v 0 + k * r ^ 2 / 2 := by
  constructor
  · intro hW
    -- vanishing circulation makes the pair force additive
    have hadd : ∀ r s, deriv v (r + s) = deriv v r + deriv v s := by
      intro r s
      have h := circulation_eq_zero hd he hW (r + s) s 0
      rw [add_sub_cancel_right, sub_zero, zero_sub, deriv_odd he] at h
      linarith
    have hq : ∀ s r, v (r + s) - v r - deriv v s * r = v s - v 0 := by
      intro s r
      have H : ∀ t, HasDerivAt (fun t => v (t + s) - v t - deriv v s * t) 0 t := by
        intro t
        refine ((((hd (t + s)).hasDerivAt.comp_add_const t s).fun_sub
          (hd t).hasDerivAt).fun_sub
          ((hasDerivAt_id' t).const_mul (deriv v s))).congr_deriv ?_
        rw [hadd]
        ring
      have h := is_const_of_deriv_eq_zero (fun t => (H t).differentiableAt)
        (fun t => (H t).deriv) r 0
      simp only [zero_add, mul_zero, sub_zero] at h
      exact h
    -- exchanging the two arguments shows that the pair force is linear
    have hlin : ∀ r, deriv v r = deriv v 1 * r := by
      intro r
      have a := hq 1 r
      have b := hq r 1
      rw [add_comm 1 r] at b
      linarith
    refine ⟨deriv v 1, fun r => ?_⟩
    have H : ∀ t, HasDerivAt (fun t => v t - (0 + deriv v 1 * t ^ 2 / 2)) 0 t := by
      intro t
      refine ((hd t).hasDerivAt.fun_sub
        (hasDerivAt_harmonic 0 (deriv v 1) t)).congr_deriv ?_
      rw [hlin t]
      ring
    have h := is_const_of_deriv_eq_zero (fun t => (H t).differentiableAt)
      (fun t => (H t).deriv) r 0
    beta_reduce at h
    linarith
  · rintro ⟨k, hk⟩
    have hs := fun X : Fin 3 → ℝ => sumSqForce_harmonic (v 0) k X
    rw [← show v = fun r => v 0 + k * r ^ 2 / 2 from funext hk] at hs
    refine ⟨fun a b => 3 * k ^ 2 * (a - b) ^ 2, fun a b => 3 * k ^ 2 * (a - b) ^ 2,
      fun a b => 3 * k ^ 2 * (a - b) ^ 2, fun x y z => ?_⟩
    beta_reduce
    rw [hs]
    simp [pairSum, Fin.sum_univ_three]
    ring
```

The equivalence concerns three particles. For two there is no triple, and the sum of squares is simply $2v'(x_1-x_2)^2$.

The quartic energy is even and differentiable, so a splitting would force $r^4/4=kr^2/2$ for all $r$. At $r=1$ this requires $k=1/2$, and at $r=2$ it requires $k=2$. The correction therefore contains a genuine three-body part; by the identity above it can be taken as minus the squared circulation, $-9(x-y)^2(y-z)^2(z-x)^2$.

```lean
/-- For three particles with pair energy `r⁴ / 4`, the summed squared forces are not a sum of
functions of two positions. -/
theorem quartic_not_isPairwise :
    ¬ IsPairwise fun x y z => sumSqForce (fun r => r ^ 4 / 4) ![x, y, z] := by
  intro hW
  obtain ⟨k, hk⟩ := (isPairwise_iff_harmonic (v := fun r => r ^ 4 / 4) (by fun_prop)
    (by intro r; ring)).1 hW
  have h1 := hk 1
  have h2 := hk 2
  norm_num at h1 h2
  linarith

end

end GradientCorrection
```

```lean
#print axioms GradientCorrection.sumSqForce_eq
-- 'GradientCorrection.sumSqForce_eq' depends on axioms: [propext, Classical.choice, Quot.sound]
#print axioms GradientCorrection.quartic_not_isPairwise
-- 'GradientCorrection.quartic_not_isPairwise' depends on axioms: [propext, Classical.choice, Quot.sound]
```
